# A superposition of the lowest and highest of three energy eigenstates can have exactly the middle energy, with variance $(E_1-E_0)(E_2-E_1)$

If I accept an excited-state wave function because its energy is right, and the function is in fact something else, then the densities and transition moments I compute from it can be wrong without any warning. This worries me for the 1s2s singlet state of helium. I adjust the parameters of a single Hylleraas-type trial function until its energy agrees with a reference value. The spin and the spatial symmetry are correct by construction. For the ground state I would trust such agreement, because no level lies below. Here one does. Could my function have exactly the right energy and still contain none of the state I want? If so, what would reveal it?

## Two weights that average to the middle level

The right energy and symmetry do not rule it out. The ground state and a higher state of the same symmetry can be mixed so that their average energy is exactly the one you want. Whether your particular family of trial functions contains such a mixture depends on its form, and is not settled here. The energy variance is the warning sign: it is zero for an exact eigenstate and positive for this mixture. A positive variance alone does not prove that the wanted state is missing, because every inexact trial function has one.

Let $v_0,v_1,v_2$ be orthonormal eigenvectors of $H$ with real energies $E_0<E_1<E_2$, and take

$$x=\sqrt{\frac{E_2-E_1}{E_2-E_0}}\;v_0+\sqrt{\frac{E_1-E_0}{E_2-E_0}}\;v_2 .$$

The squared coefficients add up to 1, so $x$ is a unit vector. It has no $v_1$ component, so $\langle v_1,x\rangle=0$. Its energy is

$$\frac{(E_2-E_1)E_0+(E_1-E_0)E_2}{E_2-E_0}=\frac{E_1(E_2-E_0)}{E_2-E_0}=E_1 .$$

For the variance, consider any unit vector $x=\sum_i c_iv_i$ with energy $E_1$, and write $p_i=|c_i|^2$. Since $H$ multiplies each $c_i$ by $E_i$, orthonormality gives

$$\sum_i p_i=1,\qquad \sum_i p_iE_i=E_1,\qquad \langle x,H^2x\rangle=\sum_i p_iE_i^2 .$$

Now average the polynomial $(E-E_0)(E-E_2)$ over the levels. It vanishes at both outer levels, so only the middle one contributes:

$$\sum_i p_iE_i^2-(E_0+E_2)E_1+E_0E_2=-p_1(E_1-E_0)(E_2-E_1).$$

Solving for the second moment and subtracting $E_1^2$ gives

$$\sigma^2=(1-p_1)(E_1-E_0)(E_2-E_1),\qquad p_1=|\langle v_1,x\rangle|^2 .$$

The mixture above has $p_1=0$, hence $\sigma^2=(E_1-E_0)(E_2-E_1)>0$.

It is not an eigenvector either. If $Hx=\mu x$ with $\|x\|=1$, the variance is $\mathrm{Re}(\mu^2)-(\mathrm{Re}\,\mu)^2=-(\mathrm{Im}\,\mu)^2\le 0$, a contradiction.

For Hermitian $H$ and any unit vector $x$ with energy $\varepsilon=\langle x,Hx\rangle$, expanding the square gives

$$\|Hx-\varepsilon x\|^2=\|Hx\|^2-2\varepsilon^2+\varepsilon^2=\langle x,H^2x\rangle-\varepsilon^2=\sigma^2 .$$

So the variance is zero exactly when $x$ solves the Schrödinger equation with its own mean energy.

With energies 0, 1 and 3, the weights are $2/3$ and $1/3$, the mean energy is 1 and the variance is 2.

Here is the argument in Lean 4 with Mathlib.

```lean
import Mathlib

open scoped InnerProductSpace ComplexConjugate

noncomputable section

namespace ExcitedStateImpostor

variable {V : Type*} [NormedAddCommGroup V] [InnerProductSpace ℂ V]
variable {ι : Type*} [Fintype ι]

/-- The energy expectation value of a unit vector `x`, as the real part of `⟨x, H x⟩`. -/
def energy (H : V →ₗ[ℂ] V) (x : V) : ℝ := (⟪x, H x⟫_ℂ).re

/-- The energy variance of a unit vector `x`: the mean of `H²` minus the squared mean of `H`. -/
def variance (H : V →ₗ[ℂ] V) (x : V) : ℝ := (⟪x, H (H x)⟫_ℂ).re - energy H x ^ 2

/-- The superposition of the vectors `v i` with amplitudes `c i`. -/
def state (v : ι → V) (c : ι → ℂ) : V := ∑ i, c i • v i

/-- The superposition of the lowest and the highest of three levels whose weights are tuned
to the middle energy; the formula is meant for `E 0 < E 1 < E 2`. -/
def impostor (E : Fin 3 → ℝ) (v : Fin 3 → V) : V :=
  ((√((E 2 - E 1) / (E 2 - E 0)) : ℝ) : ℂ) • v 0 +
    ((√((E 1 - E 0) / (E 2 - E 0)) : ℝ) : ℂ) • v 2

/-- For a symmetric Hamiltonian and a unit vector, the variance is the squared norm of the
residual `H x - ⟨H⟩ x`. -/
theorem variance_eq_residual {H : V →ₗ[ℂ] V} (hH : H.IsSymmetric) {x : V} (hx : ‖x‖ = 1) :
    variance H x = ‖H x - (energy H x : ℂ) • x‖ ^ 2 := by
  have h1 : (⟪x, H (H x)⟫_ℂ).re = ‖H x‖ ^ 2 := by
    rw [← hH x (H x)]
    exact inner_self_eq_norm_sq (𝕜 := ℂ) (H x)
  have h2 : (⟪H x, (energy H x : ℂ) • x⟫_ℂ).re = energy H x ^ 2 := by
    rw [inner_smul_right, Complex.re_ofReal_mul, hH x x, sq]
    rfl
  have h3 : ‖(energy H x : ℂ) • x‖ ^ 2 = energy H x ^ 2 := by
    rw [norm_smul, hx, mul_one, Complex.norm_real, Real.norm_eq_abs, sq_abs]
  have h4 : ‖H x - (energy H x : ℂ) • x‖ ^ 2 = ‖H x‖ ^ 2
      - 2 * (⟪H x, (energy H x : ℂ) • x⟫_ℂ).re + ‖(energy H x : ℂ) • x‖ ^ 2 :=
    norm_sub_sq (𝕜 := ℂ) _ _
  rw [h4, h2, h3, variance, h1]
  ring

/-- For a symmetric Hamiltonian, a unit vector has zero variance exactly when it solves the
Schrödinger equation with its own energy expectation value. -/
theorem variance_eq_zero_iff {H : V →ₗ[ℂ] V} (hH : H.IsSymmetric) {x : V} (hx : ‖x‖ = 1) :
    variance H x = 0 ↔ H x = (energy H x : ℂ) • x := by
  rw [variance_eq_residual hH hx, pow_eq_zero_iff two_ne_zero, norm_eq_zero, sub_eq_zero]

/-- On a superposition of eigenvectors, the Hamiltonian multiplies each amplitude by the
energy of its level. -/
theorem apply_state {H : V →ₗ[ℂ] V} {v : ι → V} {E : ι → ℝ}
    (hE : ∀ i, H (v i) = (E i : ℂ) • v i) (c : ι → ℂ) :
    H (state v c) = state v (fun i => c i * (E i : ℂ)) := by
  simp only [state, map_sum, map_smul, hE, smul_smul]

/-- For orthonormal `v i`, the real part of the overlap of a superposition with one whose amplitudes
are rescaled by real factors `r i` is the sum of the factors weighted by `|c i|²`. -/
theorem inner_state_rescaled {v : ι → V} (hv : Orthonormal ℂ v) (c : ι → ℂ) (r : ι → ℝ) :
    (⟪state v c, state v (fun i => c i * (r i : ℂ))⟫_ℂ).re = ∑ i, ‖c i‖ ^ 2 * r i := by
  unfold state
  rw [hv.inner_sum, Complex.re_sum]
  refine Finset.sum_congr rfl fun i _ => ?_
  rw [← mul_assoc, mul_comm (conj (c i)), Complex.mul_conj, Complex.normSq_eq_norm_sq,
    ← Complex.ofReal_mul, Complex.ofReal_re]

/-- A unit superposition of three orthonormal eigenvectors with real energies `E₀`, `E₁`, `E₂`, in
any order, whose mean energy equals `E₁` has variance `(1 - |⟨v₁, x⟩|²)(E₁ - E₀)(E₂ - E₁)`. -/
theorem variance_eq_missing_overlap {H : V →ₗ[ℂ] V} {v : Fin 3 → V} {E : Fin 3 → ℝ}
    (hv : Orthonormal ℂ v) (hE : ∀ i, H (v i) = (E i : ℂ) • v i) (c : Fin 3 → ℂ)
    (hn : ‖state v c‖ = 1) (he : energy H (state v c) = E 1) :
    variance H (state v c) =
      (1 - ‖⟪v 1, state v c⟫_ℂ‖ ^ 2) * ((E 1 - E 0) * (E 2 - E 1)) := by
  have hov : ⟪v 1, state v c⟫_ℂ = c 1 := hv.inner_right_fintype c 1
  -- the weights sum to one
  have h0 := inner_state_rescaled hv c (fun _ => 1)
  have hs : (⟪state v c, state v c⟫_ℂ).re = ‖state v c‖ ^ 2 :=
    inner_self_eq_norm_sq (𝕜 := ℂ) _
  simp only [Complex.ofReal_one, mul_one] at h0
  rw [hs, hn, Fin.sum_univ_three] at h0
  -- the mean energy is `E 1`
  have h1 := inner_state_rescaled hv c E
  rw [← apply_state hE, Fin.sum_univ_three] at h1
  change energy H (state v c) = _ at h1
  rw [he] at h1
  -- the second moment
  have h2 := inner_state_rescaled hv c (fun i => E i * E i)
  simp only [Complex.ofReal_mul, ← mul_assoc] at h2
  rw [← apply_state hE (fun i => c i * (E i : ℂ)), ← apply_state hE,
    Fin.sum_univ_three] at h2
  rw [variance, he, hov, h2]
  linear_combination E 0 * E 2 * h0 - (E 0 + E 2) * h1

/-- Let `H` have orthonormal eigenvectors with energies `E₀ < E₁ < E₂`. The impostor is a unit
vector orthogonal to `v₁` with energy exactly `E₁` and variance `(E₁ - E₀)(E₂ - E₁)`, and it
is not an eigenvector of `H`. -/
theorem correct_energy_wrong_state {H : V →ₗ[ℂ] V} {v : Fin 3 → V} {E : Fin 3 → ℝ}
    (hv : Orthonormal ℂ v) (hE : ∀ i, H (v i) = (E i : ℂ) • v i)
    (h01 : E 0 < E 1) (h12 : E 1 < E 2) :
    ‖impostor E v‖ = 1 ∧ ⟪v 1, impostor E v⟫_ℂ = 0 ∧ energy H (impostor E v) = E 1 ∧
      variance H (impostor E v) = (E 1 - E 0) * (E 2 - E 1) ∧
      ∀ μ : ℂ, H (impostor E v) ≠ μ • impostor E v := by
  have hd : 0 < E 2 - E 0 := by linarith
  have hd' : E 2 - E 0 ≠ 0 := hd.ne'
  have hsq : ∀ r : ℝ, 0 ≤ r → ‖((√r : ℝ) : ℂ)‖ ^ 2 = r := fun r hr => by
    rw [Complex.norm_real, Real.norm_eq_abs, sq_abs, Real.sq_sqrt hr]
  have hp := hsq _ (div_nonneg (sub_nonneg.2 h12.le) hd.le)
  have hq := hsq _ (div_nonneg (sub_nonneg.2 h01.le) hd.le)
  -- write the impostor as a three-level superposition without middle component
  obtain ⟨c, c0, c1, c2⟩ : ∃ c : Fin 3 → ℂ,
      c 0 = ((√((E 2 - E 1) / (E 2 - E 0)) : ℝ) : ℂ) ∧ c 1 = 0 ∧
      c 2 = ((√((E 1 - E 0) / (E 2 - E 0)) : ℝ) : ℂ) := ⟨![_, 0, _], rfl, rfl, rfl⟩
  have hx : impostor E v = state v c := by
    rw [impostor, state, Fin.sum_univ_three, c0, c1, c2, zero_smul, add_zero]
  rw [← c0] at hp
  rw [← c2] at hq
  have hn : ‖state v c‖ = 1 := by
    have h0 := inner_state_rescaled hv c (fun _ => 1)
    have hs : (⟪state v c, state v c⟫_ℂ).re = ‖state v c‖ ^ 2 :=
      inner_self_eq_norm_sq (𝕜 := ℂ) _
    simp only [Complex.ofReal_one, mul_one] at h0
    rw [hs, Fin.sum_univ_three, hp, hq, c1, norm_zero] at h0
    have h1 : ‖state v c‖ ^ 2 = 1 ^ 2 := by
      rw [h0]
      field_simp
      ring
    exact (sq_eq_sq₀ (norm_nonneg _) zero_le_one).1 h1
  have he : energy H (state v c) = E 1 := by
    rw [energy, apply_state hE, inner_state_rescaled hv, Fin.sum_univ_three, hp, hq, c1,
      norm_zero]
    field_simp
    ring
  have ho : ⟪v 1, state v c⟫_ℂ = 0 := (hv.inner_right_fintype c 1).trans c1
  have hvar : variance H (state v c) = (E 1 - E 0) * (E 2 - E 1) := by
    rw [variance_eq_missing_overlap hv hE c hn he, ho, norm_zero]
    ring
  rw [hx]
  refine ⟨hn, ho, he, hvar, fun μ hμ => ?_⟩
  -- an eigenvector would have variance at most zero
  have hs : ⟪state v c, state v c⟫_ℂ = 1 := by
    rw [inner_self_eq_norm_sq_to_K, hn]
    simp
  have hpos := mul_pos (sub_pos.2 h01) (sub_pos.2 h12)
  rw [← hvar, variance, energy, hμ, map_smul, hμ, inner_smul_right, inner_smul_right, hs,
    mul_one, Complex.mul_re] at hpos
  nlinarith [sq_nonneg μ.im]

/-- The diagonal three-level Hamiltonian with energies `E i`. -/
def levelHamiltonian (E : Fin 3 → ℝ) :
    EuclideanSpace ℂ (Fin 3) →ₗ[ℂ] EuclideanSpace ℂ (Fin 3) where
  toFun x := WithLp.toLp 2 (fun i => (E i : ℂ) * x.ofLp i)
  map_add' x y := by
    ext i
    simp [mul_add]
  map_smul' a x := by
    ext i
    simp [mul_left_comm]

/-- The standard basis vectors are orthonormal eigenvectors of the diagonal three-level
Hamiltonian with energies 0, 1 and 3. -/
theorem levelHamiltonian_witness :
    Orthonormal ℂ (EuclideanSpace.basisFun (Fin 3) ℂ) ∧
      ∀ i, levelHamiltonian ![0, 1, 3] (EuclideanSpace.basisFun (Fin 3) ℂ i) =
        ((![0, 1, 3] : Fin 3 → ℝ) i : ℂ) • EuclideanSpace.basisFun (Fin 3) ℂ i := by
  refine ⟨(EuclideanSpace.basisFun (Fin 3) ℂ).orthonormal, fun i => ?_⟩
  ext j
  fin_cases i <;> fin_cases j <;> simp [levelHamiltonian]

end ExcitedStateImpostor
```

```lean
#print axioms ExcitedStateImpostor.variance_eq_zero_iff
-- 'ExcitedStateImpostor.variance_eq_zero_iff' depends on axioms: [propext, Classical.choice, Quot.sound]
#print axioms ExcitedStateImpostor.correct_energy_wrong_state
-- 'ExcitedStateImpostor.correct_energy_wrong_state' depends on axioms: [propext, Classical.choice, Quot.sound]
```

## What the theorems say about your trial function

`V` is a complex inner product space of any dimension, and `H` is a linear map defined on all of it. Levels are numbered 0, 1, 2 by `Fin 3`. `Orthonormal ℂ v` and `hE` say that the `v i` are orthonormal eigenvectors with real energies `E i`. `energy` and `variance` do not divide by the norm, so they are the physical quantities only for unit vectors. `state v c` is the superposition with amplitudes `c i`, and `impostor E v` is this text's name for the mixture $x$.

`correct_energy_wrong_state` states five facts about that mixture: unit norm, zero overlap with `v 1`, energy `E 1`, the stated variance, and failure of the eigenvalue equation for every complex `μ`. It needs no separate assumption that `H` is Hermitian; the two residual theorems do, through `H.IsSymmetric`.

`variance_eq_missing_overlap` turns the variance into a measure of the missing overlap, but only for superpositions of these three states with energy exactly `E 1`. For excited-state optimisation in electronic structure, this three-level result is a reason to check the variance or the residual alongside the energy.

The step to helium is left to you: the atomic Hamiltonian is unbounded and not defined on every square-integrable function. To apply the mixture theorem, take `V` to be the span of three bound eigenfunctions, which $H$ maps into itself. `levelHamiltonian_witness` supplies a diagonal matrix model with energies 0, 1 and 3 that meets the hypotheses.

## From amplitudes to weighted sums

`apply_state` is the rule that $H$ multiplies each amplitude by its energy. `inner_state_rescaled` turns the real part of an overlap into $\sum_i p_ir_i$ for real factors $r_i$. Taking $r_i=1$, $E_i$ and $E_i^2$ gives the squared norm, the energy and the second moment, which appear as `h0`, `h1` and `h2` in the variance theorem.

The main theorem writes the mixture as a `state` with `c 1 = 0`. `field_simp` and `ring` check the two fractions for norm and energy, and the general formula then supplies the variance. For the last claim, the eigenvalue equation is substituted into the positive variance, and `nlinarith` finds the contradiction from `sq_nonneg μ.im`. `variance_eq_residual` expands the squared residual with `norm_sub_sq`, and `variance_eq_zero_iff` follows because a norm vanishes only for the zero vector.

## The polynomial inside `linear_combination`

The variance formula is closed by one line:

`linear_combination E 0 * E 2 * h0 - (E 0 + E 2) * h1`

This tactic takes known equations with multipliers chosen by the user, subtracts the combination from the goal, and asks `ring` to confirm that what remains is an identity. It does not search for the multipliers. Here they are the lower coefficients of

$$(E-E_0)(E-E_2)=E^2-(E_0+E_2)E+E_0E_2 ,$$

with $E_0E_2$ multiplying the normalisation and $-(E_0+E_2)$ the energy condition. The $E^2$ term is already in the goal as the second moment. The outer levels therefore cancel inside `ring`, just as they do in the averaged polynomial above.
